# A closed form for the Hartree-Fock exchange self-energy of the uniform electron gas

An electron with momentum k moves through a uniform gas in which all plane-wave states of its own spin are filled up to the Fermi momentum kF. In Hartree-Fock theory, exchange with these occupied states lowers its energy. How large is the shift, and how does it vary with k near the Fermi surface?

```lean
import Mathlib

open Real MeasureTheory Filter Topology

namespace JelliumExchange

noncomputable section
```

The answer will be written with a dimensionless function of x = k/kF:

F(x) = 1/2 + (1 − x²)/(4x) · ln|(1 + x)/(1 − x)|

```lean
/-- The dimensionless exchange function `F(x)` of the uniform electron gas. -/
def exchangeFunction (x : ℝ) : ℝ :=
  1 / 2 + (1 - x ^ 2) / (4 * x) * Real.log |(1 + x) / (1 - x)|
```

The momentum p of the occupied states enters through the kernel

K(k,p) = (p/k) ln|(k + p)/(k − p)|.

```lean
/-- The logarithmic kernel `(p/k) ln|(k+p)/(k-p)|`. -/
def exchangeKernel (k p : ℝ) : ℝ := p / k * Real.log |(k + p) / (k - p)|
```

In atomic units the Coulomb interaction at momentum transfer k − p is 4π/|k − p|². With μ the cosine of the angle between k and p, a shell of radius p contributes

S(k,p) = 2πp² ∫₋₁¹ 4π/(k² + p² − 2kpμ) dμ.

```lean
/-- The Coulomb interaction `4π/|k-p|²` integrated over the directions of `p`, with the
radial weight `p²`; the variable `μ` is the cosine of the angle between `k` and `p`. -/
def coulombShell (k p : ℝ) : ℝ :=
  2 * π * p ^ 2 * ∫ μ in (-1 : ℝ)..1, 4 * π / (k ^ 2 + p ^ 2 - 2 * k * p * μ)
```

The self-energy sums the shells of the Fermi sphere:

Σ(k) = −(2π)⁻³ ∫₀^kF S(k,p) dp

```lean
/-- The exchange self-energy at momentum `k` (atomic units): minus the Coulomb interaction
integrated over the Fermi sphere of radius `kF`, divided by `(2π)³`. -/
def exchangeSelfEnergy (kF k : ℝ) : ℝ :=
  -(1 / (2 * π) ^ 3) * ∫ p in (0 : ℝ)..kF, coulombShell k p
```

This is the zero-temperature exchange term with an unscreened interaction. Its polar form is taken as the definition; the reduction from a three-dimensional integral is not part of the file. The momenta k and kF are positive real numbers throughout.

## (a) Splitting the logarithm

Show that, for a + b ≠ 0 and a − b ≠ 0,

ln|(a + b)/(a − b)| = ln|a + b| − ln|a − b|.

**Solution.** The absolute value of a quotient is the quotient of the absolute values, and the logarithm turns this into a difference. `Real.log` already ignores the sign of its argument, so the Lean right-hand side needs no bars.

```lean
/-- Away from its singularities the logarithm of the ratio splits into a difference. -/
lemma log_ratio {a b : ℝ} (h1 : a + b ≠ 0) (h2 : a - b ≠ 0) :
    Real.log |(a + b) / (a - b)| = Real.log (a + b) - Real.log (a - b) := by
  rw [Real.log_abs, Real.log_div h1 h2]
```

## (b) The angular integral

For k, p > 0 with p ≠ k, show that

S(k,p) = 8π² K(k,p).

**Solution.** The denominator D(μ) = (k − p)² + 2kp(1 − μ) is positive on [−1,1], and −(4π/2kp) ln D(μ) is a primitive of the integrand. Since D(1) = (k − p)² and D(−1) = (k + p)², the integral is

(4π/2kp) [ln (k + p)² − ln (k − p)²] = (4π/kp) ln|(k + p)/(k − p)|.

Multiplying by 2πp² gives the claim. In the code, `hpos` says that D does not vanish (proved from its positivity), `hd` is the primitive, and `e1` and `e2` the endpoint values.

```lean
/-- The angular integral of the Coulomb interaction over a momentum shell `p ≠ k` is
`8π²` times the logarithmic kernel. -/
theorem coulombShell_eq {k p : ℝ} (hk : 0 < k) (hp : 0 < p) (hpk : p ≠ k) :
    coulombShell k p = 8 * π ^ 2 * exchangeKernel k p := by
  have hkp : k - p ≠ 0 := sub_ne_zero.2 hpk.symm
  have hc : 2 * k * p ≠ 0 := by positivity
  -- the squared momentum transfer never vanishes on the shell
  have hpos : ∀ μ ∈ Set.uIcc (-1 : ℝ) 1, k ^ 2 + p ^ 2 - 2 * k * p * μ ≠ 0 := by
    intro μ hμ
    rw [Set.uIcc_of_le (by norm_num)] at hμ
    have h1 : 0 < (k - p) ^ 2 := by positivity
    have h2 : 0 ≤ 2 * k * p * (1 - μ) :=
      mul_nonneg (by positivity) (by linarith [hμ.2])
    have h3 : 0 < k ^ 2 + p ^ 2 - 2 * k * p * μ := by linarith
    exact h3.ne'
  have aux : ∀ c D : ℝ, c ≠ 0 → D ≠ 0 → -(4 * π / c) * (-c / D) = 4 * π / D := by
    intro c D h1 h2
    field_simp
  have hd : ∀ μ ∈ Set.uIcc (-1 : ℝ) 1, HasDerivAt
      (fun μ : ℝ => -(4 * π / (2 * k * p)) * Real.log (k ^ 2 + p ^ 2 - 2 * k * p * μ))
      (4 * π / (k ^ 2 + p ^ 2 - 2 * k * p * μ)) μ := by
    intro μ hμ
    have h1 : HasDerivAt (fun μ : ℝ => k ^ 2 + p ^ 2 - 2 * k * p * μ) (-(2 * k * p)) μ :=
      (((hasDerivAt_id' μ).const_mul (2 * k * p)).const_sub (k ^ 2 + p ^ 2)).congr_deriv
        (by ring)
    exact ((h1.log (hpos μ hμ)).const_mul _).congr_deriv (aux _ _ hc (hpos μ hμ))
  have hi : IntervalIntegrable (fun μ : ℝ => 4 * π / (k ^ 2 + p ^ 2 - 2 * k * p * μ))
      volume (-1) 1 :=
    (ContinuousOn.div continuousOn_const (by fun_prop) hpos).intervalIntegrable
  have e1 : k ^ 2 + p ^ 2 - 2 * k * p * 1 = (k - p) ^ 2 := by ring
  have e2 : k ^ 2 + p ^ 2 - 2 * k * p * (-1) = (k + p) ^ 2 := by ring
  unfold coulombShell exchangeKernel
  rw [intervalIntegral.integral_eq_sub_of_hasDerivAt hd hi, log_ratio (by positivity) hkp]
  simp only [e1, e2, Real.log_pow]
  push_cast
  generalize Real.log (k + p) = A
  generalize Real.log (k - p) = B
  field_simp
  ring
```

## (c) Integrability through the singularity

Show that

∫₀^kF |K(k,p)| dp < ∞,

including when p = k lies in the range.

**Solution.** By (a), K = (p/k)[ln(k + p) − ln|k − p|] for p ≠ k. The first logarithm is continuous on [0,kF]. The second is integrable because ∫₀^ε |ln t| dt = ε(1 − ln ε) for 0 < ε ≤ 1. The continuous factor p/k preserves integrability.

Lean takes the singular logarithm from `intervalIntegrable_log'`, shifts it to p = k, and ignores that single point because it has measure zero.

```lean
/-- The logarithmic kernel is integrable over the occupied momenta. -/
theorem exchangeKernel_integrable {k kF : ℝ} (hk : 0 < k) (hF : 0 < kF) :
    IntervalIntegrable (exchangeKernel k) volume 0 kF := by
  have h1 := (intervalIntegral.intervalIntegrable_log' (a := k) (b := k - kF)).comp_sub_left k
  simp only [sub_self, sub_sub_cancel] at h1
  have h2 : IntervalIntegrable (fun p : ℝ => Real.log (k + p)) volume 0 kF := by
    apply ContinuousOn.intervalIntegrable
    refine ContinuousOn.log (by fun_prop) (fun p hp => ?_)
    rw [Set.uIcc_of_le hF.le] at hp
    linarith [hp.1]
  have hc : ContinuousOn (fun p : ℝ => p / k) (Set.uIcc 0 kF) :=
    continuousOn_id.div_const k
  have h3 := (h2.sub h1).continuousOn_mul hc
  rw [intervalIntegrable_iff] at h3 ⊢
  -- the two forms of the logarithm differ only at the single momentum p = k
  refine Integrable.congr h3 ((ae_restrict_iff' measurableSet_uIoc).2 ?_)
  have hae : ∀ᵐ p : ℝ, p ≠ k := by simp [ae_iff]
  filter_upwards [hae] with p hpk hp
  rw [Set.uIoc_of_le hF.le] at hp
  have hs : k + p ≠ 0 := by linarith [hp.1]
  simp only [exchangeKernel, log_ratio hs (sub_ne_zero.2 hpk.symm)]
```

## (d) The radial integral

Show that

∫₀^kF K(k,p) dp = 2kF F(k/kF).

**Solution.** Integrate by parts, choosing (p² − k²)/(2k) as the primitive of p/k so that its zero meets the singularity. This suggests

G(p) = p + (p² − k²)/(2k) · [ln(k + p) − ln|k − p|].

For p ≠ k the bracket has derivative 2k/(k² − p²), so

G′(p) = 1 + K(k,p) − 1 = K(k,p).

Because t ln|t| → 0 as t → 0, G is continuous at p = k. Also G(0) = 0, and for k ≠ kF, with x = k/kF,

G(kF) = kF + kF (1 − x²)/(2x) · ln|(1 + x)/(1 − x)| = 2kF F(x).

For k = kF, G(kF) = kF, which agrees with F(1) = 1/2. Lean's conventions for division by zero and ln 0 give F this value, which is also its limit.

The proof turns on `integral_eq_of_hasDerivAt_off_countable_of_le`, a fundamental theorem of calculus that lets the derivative fail on a countable set, here `{k}`. In return it asks for G to be continuous on the whole closed interval, which excludes a jump at p = k, and for the derivative to be integrable, which is (c). The code groups the singular term as `(k - p) * Real.log (k - p)` so that `Real.continuous_mul_log` supplies the continuity.

```lean
/-- The logarithmic kernel integrated over the occupied momenta equals `2 kF F(k/kF)`. -/
theorem integral_exchangeKernel {k kF : ℝ} (hk : 0 < k) (hF : 0 < kF) :
    ∫ p in (0 : ℝ)..kF, exchangeKernel k p = 2 * kF * exchangeFunction (k / kF) := by
  -- a primitive that stays continuous at p = k
  let G : ℝ → ℝ := fun p => p + ((p ^ 2 - k ^ 2) * Real.log (k + p)
    + (p + k) * ((k - p) * Real.log (k - p))) / (2 * k)
  have hG : ContinuousOn G (Set.Icc 0 kF) := by
    have hl : ContinuousOn (fun p : ℝ => Real.log (k + p)) (Set.Icc 0 kF) :=
      ContinuousOn.log (by fun_prop) (fun p hp => by linarith [hp.1])
    have hc : Continuous (fun p : ℝ => (k - p) * Real.log (k - p)) :=
      Real.continuous_mul_log.comp (by fun_prop : Continuous fun p : ℝ => k - p)
    have c1 : ContinuousOn (fun p : ℝ => p ^ 2 - k ^ 2) (Set.Icc 0 kF) := by fun_prop
    have c2 : ContinuousOn (fun p : ℝ => p + k) (Set.Icc 0 kF) := by fun_prop
    exact continuousOn_id.add (((c1.mul hl).add (c2.mul hc.continuousOn)).div_const (2 * k))
  have hd : ∀ p ∈ Set.Ioo 0 kF \ {k}, HasDerivAt G (exchangeKernel k p) p := by
    rintro p ⟨hp, hpk⟩
    have hs : k + p ≠ 0 := by linarith [hp.1]
    have hm : k - p ≠ 0 := sub_ne_zero.2 (fun h => hpk h.symm)
    have d3 : HasDerivAt (fun p : ℝ => p ^ 2 - k ^ 2) (2 * p) p :=
      ((hasDerivAt_pow 2 p).sub_const (k ^ 2)).congr_deriv (by norm_num)
    have d4 := (hasDerivAt_id' p).add_const k
    have d5 := (hasDerivAt_id' p).const_sub k
    have d1 := ((hasDerivAt_id' p).const_add k).log hs
    have d2 := d5.log hm
    refine ((hasDerivAt_id' p).fun_add (((d3.fun_mul d1).fun_add
      (d4.fun_mul (d5.fun_mul d2))).div_const (2 * k))).congr_deriv ?_
    have e1 : (p ^ 2 - k ^ 2) * (1 / (k + p)) = p - k := by
      rw [mul_one_div, div_eq_iff hs]; ring
    have e2 : (k - p) * (-1 / (k - p)) = -1 := by
      rw [← mul_div_assoc, div_eq_iff hm]; ring
    rw [e1, e2, exchangeKernel, log_ratio hs hm]
    generalize Real.log (k + p) = A
    generalize Real.log (k - p) = B
    field_simp
    ring
  have key : ∫ p in (0 : ℝ)..kF, exchangeKernel k p = G kF - G 0 := by
    have hi := exchangeKernel_integrable hk hF
    have hs := Set.countable_singleton k
    exact integral_eq_of_hasDerivAt_off_countable_of_le G _ hF.le hs hG hd hi
  have g0 : G 0 = 0 := by
    simp only [G, add_zero, sub_zero, zero_add]
    ring
  rw [key, g0, sub_zero]
  simp only [G]
  by_cases h : k = kF
  · have F1 : exchangeFunction 1 = 1 / 2 := by norm_num [exchangeFunction]
    rw [h, div_self hF.ne', F1]
    ring
  · have hL : Real.log |(1 + k / kF) / (1 - k / kF)|
        = Real.log (k + kF) - Real.log (k - kF) := by
      have s : Real.log (kF - k) = Real.log (k - kF) := by
        rw [← Real.log_neg_eq_log, neg_sub]
      rw [show 1 + k / kF = (kF + k) / kF by rw [add_div, div_self hF.ne'],
        show 1 - k / kF = (kF - k) / kF by rw [sub_div, div_self hF.ne'],
        div_div_div_cancel_right₀ hF.ne',
        log_ratio (by positivity) (sub_ne_zero.2 (Ne.symm h)), s, add_comm kF k]
    rw [exchangeFunction, hL]
    generalize Real.log (k + kF) = A
    generalize Real.log (k - kF) = B
    field_simp
    ring
```

## (e) The self-energy

Show that the shell contributions S(k,p) are integrable over [0,kF] and that

Σ(k) = −(2kF/π) F(k/kF).

**Solution.** By (b), S equals 8π²K except possibly at p = k and at the endpoint p = 0, which do not affect the integral. Integrability follows from (c), and (d) gives

Σ(k) = −(1/8π³) · 8π² · 2kF F(k/kF) = −(2kF/π) F(k/kF).

The theorem states both facts as a conjunction and includes k = kF.

```lean
/-- The Coulomb interaction is integrable over the shells of the Fermi sphere, and the
exchange self-energy is `-(2 kF/π) F(k/kF)` at every momentum `k > 0`. -/
theorem exchangeSelfEnergy_eq {k kF : ℝ} (hk : 0 < k) (hF : 0 < kF) :
    IntervalIntegrable (coulombShell k) volume 0 kF ∧
      exchangeSelfEnergy kF k = -(2 * kF / π) * exchangeFunction (k / kF) := by
  have hae : ∀ᵐ p : ℝ, p ∈ Set.uIoc 0 kF →
      8 * π ^ 2 * exchangeKernel k p = coulombShell k p := by
    have h : ∀ᵐ p : ℝ, p ≠ k := by simp [ae_iff]
    filter_upwards [h] with p hpk hp
    rw [Set.uIoc_of_le hF.le] at hp
    exact (coulombShell_eq hk hp.1 hpk).symm
  constructor
  · have h := (exchangeKernel_integrable hk hF).const_mul (8 * π ^ 2)
    rw [intervalIntegrable_iff] at h ⊢
    exact Integrable.congr h ((ae_restrict_iff' measurableSet_uIoc).2 hae)
  · rw [exchangeSelfEnergy, ← intervalIntegral.integral_congr_ae hae,
      intervalIntegral.integral_const_mul, integral_exchangeKernel hk hF]
    generalize exchangeFunction (k / kF) = f
    have hpi := Real.pi_ne_zero
    field_simp
    ring
```

## (f) The value at the Fermi surface

Show that

Σ(kF) = −kF/π.

**Solution.** Put F(1) = 1/2 into (e).

Evaluated literally in IEEE floating-point arithmetic, the formula for F becomes 0 · ∞ at x = 1 and returns NaN; a separate branch with the value 1/2 is one way to avoid this. For small x, the expansion F(x) ≈ 1 − x²/3 avoids the loss of accuracy in the logarithm.

```lean
/-- At the Fermi surface the exchange self-energy is `-kF/π`. -/
theorem exchangeSelfEnergy_fermi {kF : ℝ} (hF : 0 < kF) :
    exchangeSelfEnergy kF kF = -(kF / π) := by
  have F1 : exchangeFunction 1 = 1 / 2 := by norm_num [exchangeFunction]
  rw [(exchangeSelfEnergy_eq hF hF).2, div_self hF.ne', F1]
  ring
```

## (g) The derivative of F

For x > 0 and x ≠ 1, show that

F′(x) = 1/(2x) − (1 + x²)/(4x²) · ln|(1 + x)/(1 − x)|.

**Solution.** The prefactor (1 − x²)/(4x) has derivative −(1 + x²)/(4x²), and the logarithm has derivative 2/(1 − x²). In the product rule, the prefactor times the latter is 1/(2x). These are `dr`, `dq` and `e` in the code.

```lean
/-- The derivative of the exchange function at `x > 0` away from `x = 1`. -/
theorem hasDerivAt_exchangeFunction {x : ℝ} (hx : 0 < x) (h1 : x ≠ 1) :
    HasDerivAt exchangeFunction
      (1 / (2 * x) - (1 + x ^ 2) / (4 * x ^ 2) * (Real.log (1 + x) - Real.log (1 - x))) x := by
  have hs : 1 + x ≠ 0 := by positivity
  have hm : 1 - x ≠ 0 := sub_ne_zero.2 h1.symm
  have hf : exchangeFunction =
      fun y => 1 / 2 + (1 - y ^ 2) / (4 * y) * Real.log ((1 + y) / (1 - y)) := by
    funext y
    rw [exchangeFunction, Real.log_abs]
  have dq : HasDerivAt (fun y : ℝ => Real.log ((1 + y) / (1 - y)))
      (2 / ((1 + x) * (1 - x))) x :=
    ((((hasDerivAt_id' x).const_add 1).fun_div ((hasDerivAt_id' x).const_sub 1) hm).log
      (div_ne_zero hs hm)).congr_deriv (by field_simp; ring)
  have dr : HasDerivAt (fun y : ℝ => (1 - y ^ 2) / (4 * y))
      (-((1 + x ^ 2) / (4 * x ^ 2))) x :=
    (((hasDerivAt_pow 2 x).const_sub 1).fun_div ((hasDerivAt_id' x).const_mul 4)
      (by positivity)).congr_deriv (by norm_num; field_simp <;> ring)
  have e : (1 - x ^ 2) / (4 * x) * (2 / ((1 + x) * (1 - x))) = 1 / (2 * x) := by
    rw [div_mul_div_comm, div_eq_div_iff
      (mul_ne_zero (by positivity) (mul_ne_zero hs hm)) (by positivity)]
    ring
  rw [hf]
  refine ((dr.fun_mul dq).const_add (1 / 2)).congr_deriv ?_
  rw [e, Real.log_div hs hm]
  ring
```

## (h) The slope of F near x = 1

Show that

F′(x) → −∞ as x → 1.

**Solution.** With w(x) = (1 + x²)/(4x²), part (g) reads

F′(x) = [1/(2x) − w(x) ln(1 + x)] + w(x) ln|1 − x|.

The bracket tends to (1 − ln 2)/2 and w(x) to 1/2, while ln|1 − x| → −∞. The filter `𝓝[≠] 1` covers the approach from both sides and leaves out the point itself.

```lean
/-- The slope of the exchange function tends to `-∞` at `x = 1`. -/
theorem exchangeFunction_slope : Tendsto (deriv exchangeFunction) (𝓝[≠] 1) atBot := by
  have t0 : Tendsto (fun y : ℝ => 1 - y) (𝓝[≠] 1) (𝓝[≠] 0) := by
    refine tendsto_nhdsWithin_iff.2 ⟨?_, ?_⟩
    · have h : ContinuousAt (fun y : ℝ => 1 - y) 1 := by fun_prop
      have h' := h.tendsto.mono_left (nhdsWithin_le_nhds (s := {(1 : ℝ)}ᶜ))
      simpa using h'
    · filter_upwards [self_mem_nhdsWithin] with y hy
      exact sub_ne_zero.2 (fun h => hy h.symm)
  have tl : Tendsto (fun y : ℝ => Real.log (1 - y)) (𝓝[≠] 1) atBot := by
    first
      | exact Real.tendsto_log_nhdsNE_zero.comp t0
      | exact Real.tendsto_log_nhdsWithin_zero.comp t0
  have c1 : ContinuousAt (fun y : ℝ => (1 + y ^ 2) / (4 * y ^ 2)) 1 :=
    ContinuousAt.div (by fun_prop) (by fun_prop) (by norm_num)
  have c2 : ContinuousAt (fun y : ℝ => 1 / (2 * y)) 1 :=
    ContinuousAt.div (by fun_prop) (by fun_prop) (by norm_num)
  have c3 : ContinuousAt (fun y : ℝ => Real.log (1 + y)) 1 :=
    ContinuousAt.log (by fun_prop) (by norm_num)
  -- a finite part plus a positive weight times the diverging logarithm
  have t := ((c2.sub (c1.mul c3)).tendsto.mono_left nhdsWithin_le_nhds).add_atBot
    (Tendsto.pos_mul_atBot (by norm_num) (c1.tendsto.mono_left nhdsWithin_le_nhds) tl)
  refine t.congr' ?_
  filter_upwards [(eventually_gt_nhds (zero_lt_one' ℝ)).filter_mono nhdsWithin_le_nhds,
    self_mem_nhdsWithin] with y hy hne
  rw [(hasDerivAt_exchangeFunction hy hne).deriv]
  simp only [Pi.sub_apply, Pi.mul_apply]
  ring
```

## (i) The slope of the self-energy

Show that

dΣ/dk → +∞ as k → kF.

**Solution.** Formula (e) holds throughout a neighbourhood of each k > 0, so it may be differentiated:

dΣ/dk = −(2/π) F′(k/kF) for k ≠ kF.

Part (h) and the negative prefactor give the limit. In the code, `ev` is the local equality and `d2` the chain rule.

The kinetic energy k²/2 has a finite slope, so the Hartree-Fock band of the uniform gas with unscreened exchange has a diverging group velocity at the Fermi surface, and its density of states vanishes there.

```lean
/-- The slope of the exchange self-energy tends to `+∞` at the Fermi momentum. -/
theorem exchangeSelfEnergy_slope {kF : ℝ} (hF : 0 < kF) :
    Tendsto (deriv (exchangeSelfEnergy kF)) (𝓝[≠] kF) atTop := by
  have t0 : Tendsto (fun k : ℝ => k / kF) (𝓝[≠] kF) (𝓝[≠] 1) := by
    refine tendsto_nhdsWithin_iff.2 ⟨?_, ?_⟩
    · have h : ContinuousAt (fun k : ℝ => k / kF) kF := continuousAt_id.div_const kF
      have h' := h.tendsto.mono_left (nhdsWithin_le_nhds (s := {kF}ᶜ))
      rwa [div_self hF.ne'] at h'
    · filter_upwards [self_mem_nhdsWithin] with k hk
      exact fun h => hk ((div_eq_one_iff_eq hF.ne').1 h)
  have hneg : -(2 / π) < 0 := neg_lt_zero.2 (by positivity)
  refine ((exchangeFunction_slope.comp t0).const_mul_atBot_of_neg hneg).congr' ?_
  filter_upwards [(eventually_gt_nhds hF).filter_mono nhdsWithin_le_nhds,
    self_mem_nhdsWithin] with k hk hne
  have hx : k / kF ≠ 1 := fun h => hne ((div_eq_one_iff_eq hF.ne').1 h)
  have d := (hasDerivAt_exchangeFunction (div_pos hk hF) hx).differentiableAt.hasDerivAt
  have d2 := (d.comp k ((hasDerivAt_id' k).div_const kF)).const_mul (-(2 * kF / π))
  have ev : exchangeSelfEnergy kF =ᶠ[𝓝 k]
      fun q => -(2 * kF / π) * exchangeFunction (q / kF) := by
    filter_upwards [eventually_gt_nhds hk] with q hq
    exact (exchangeSelfEnergy_eq hq hF).2
  rw [(d2.congr_of_eventuallyEq ev).deriv]
  simp only [Function.comp_apply]
  generalize deriv exchangeFunction (k / kF) = D
  field_simp

end

end JelliumExchange
```

```lean
#print axioms JelliumExchange.exchangeSelfEnergy_fermi
#print axioms JelliumExchange.exchangeSelfEnergy_slope
```

```
'JelliumExchange.exchangeSelfEnergy_fermi' depends on axioms: [propext, Classical.choice, Quot.sound]
'JelliumExchange.exchangeSelfEnergy_slope' depends on axioms: [propext, Classical.choice, Quot.sound]
```
